# Bounds on the two-electron Hubbard dimer ground energy for U > 2t > 0: −4t²/U < E0 < −2t²/U

For two electrons on two sites with hopping t and strong on-site repulsion U, two estimates of the ground energy are in common use: −4t²/U from second-order perturbation theory in t, and −2t²/U from an unrestricted (spin-symmetry-broken) mean-field determinant. The second value is the mean-field energy for U ≥ 2t, and there the two estimates differ by a factor of two. The perturbative number comes without a sign or size for its error at finite U. The mean-field number, when obtained by varying one magnetisation parameter, leaves open whether another determinant lies lower. The bounds below place the exact energy strictly between the two numbers at every U > 2t > 0 and give an explicit bound on its distance from −4t²/U.

## Physical setting

The sites are labelled 0 and 1. One electron has spin up and one has spin down, so S_z = 0. A state is a real amplitude ψ(i,j), with the up electron on site i and the down electron on site j. Write

a = ψ(0,0), b = ψ(0,1), c = ψ(1,0), d = ψ(1,1),

so a and d belong to double occupation. With h the 2×2 matrix that has zero diagonal and −t off the diagonal, 1 the 2×2 identity, and D the projector on the configurations with i = j,

H = h⊗1 + 1⊗h + U D.

An unrestricted determinant places the up electron in a normalised orbital u = (u₀, u₁) and the down electron in an independent normalised orbital v = (v₀, v₁), so that ψ(i,j) = uᵢ vⱼ. Define

E0 = (U − √(U² + 16t²)) / 2.

For this two-site, one-orbital, two-electron model the result brackets the correlation energy that the best real unrestricted determinant misses at U > 2t.

## Statement

1. `E0_ground`: for t ≠ 0 and any real U, E0 is an eigenvalue of H with a nonzero eigenvector, and ⟨ψ,Hψ⟩ ≥ E0⟨ψ,ψ⟩ for every real ψ.
2. `uhf_isLeast`: for t > 0 and U ≥ 2t, the value −2t²/U is the energy of some real unrestricted determinant and no such determinant has a lower one.
3. `E0_lt_iff`: for t ≠ 0 and U > 0, E0 < −2t²/U holds exactly when U² > 2t².
4. `E0_between`: for t > 0 and U > 2t, −2t²/U is that least energy and −4t²/U < E0 < −2t²/U.
5. `deviation_bounds` and `deviation_tendsto`: for t ≠ 0 and U > 0,

0 < U E0/t² + 4 < 16t²/U²,

and at fixed t ≠ 0, U²(U E0/t² + 4) → 16t² as U → ∞.

## Derivation

Energy form. Each hop connects a doubly occupied configuration to a singly occupied one with matrix element −t, and all four such pairs occur, so

⟨ψ,Hψ⟩ = U(a² + d²) − 2t(a + d)(b + c).

Secular equation. From 2E0 − U = −√(U² + 16t²), squaring gives 4E0² − 4U E0 = 16t², that is

E0² − U E0 = 4t².

For t ≠ 0 the root exceeds U, so E0 < 0.

Ground state. Take a = d = −E0 and b = c = 2t. Then (Hψ)(0,0) = U a − t(b + c) = −U E0 − 4t² = E0·(−E0) by the secular equation, and (Hψ)(0,1) = −t(a + d) = E0·2t; the other two components are the same. The squared norm is 2E0² + 8t², so the normalised amplitudes are −E0/√(2E0² + 8t²) and 2t/√(2E0² + 8t²), and the probability of double occupation is E0²/(E0² + 4t²). For a general ψ, multiply ⟨ψ,Hψ⟩ − E0⟨ψ,ψ⟩ by −E0 and replace E0² − U E0 by 4t²:

−E0(⟨ψ,Hψ⟩ − E0⟨ψ,ψ⟩) = 4t²(a² + d²) + 2tE0(a + d)(b + c) + E0²(b² + c²)

= ½[(2t(a + d) + E0(b + c))² + (2t(a − d))² + (E0(b − c))²].

The right side is nonnegative and −E0 > 0, which gives the variational bound.

Best determinant. Now a = u₀v₀, d = u₁v₁, and set r = b + c = u₀v₁ + u₁v₀. Expanding the product of the norms,

1 = (u·u)(v·v) = r² + (u₀v₀ − u₁v₁)²,

so r² ≤ 1. For the determinant's energy E, completing the square gives

U E + 2t² = ½U²(a − d)² + ½(U(a + d) − 2tr)² + 2t²(1 − r²) ≥ 0,

hence E ≥ −2t²/U for U > 0. To reach the bound take u = (α, β) and v = (β, α) with α² + β² = 1 and αβ = t/U. These conditions read (α ± β)² = 1 ± 2t/U, solvable in real numbers when U ≥ 2t:

α, β = (√(1 + 2t/U) ± √(1 − 2t/U)) / 2.

Then a = d = t/U and r = 1, and E = 2t²/U − 4t²/U = −2t²/U. At U = 2t both orbitals equal (1,1)/√2 and E = −t.

Threshold. For U > 0 the inequality E0 < −2t²/U means −U E0 > 2t², and −U E0 = 4t² − E0². If −U E0 > 2t², then U²E0² > 4t⁴ and E0² < 2t², which is incompatible with U² ≤ 2t². If −U E0 ≤ 2t², then U²E0² ≤ 4t⁴ and E0² ≥ 2t², which is incompatible with U² > 2t². Since U > 2t > 0 gives U² > 4t² > 2t², the upper bound follows.

Lower bound and rate. The secular equation gives U E0 = E0² − 4t² > −4t², the lower bound after division by U. Division by t² gives

U E0/t² + 4 = E0²/t² > 0.

Squaring 0 < −U E0 < 4t² yields U²E0² < 16t⁴, that is E0²/t² < 16t²/U². So U E0/t² → −4, and

U²(U E0/t² + 4) = U²E0²/t² = t²(U E0/t²)² → 16t².

Rearranged, E0 = −4t²/U + 16t⁴/U³ up to a remainder that vanishes faster than U⁻³.

## What the formal version assumes

Sites are `Fin 2` and configurations are pairs in `Fin 2 × Fin 2`, the first entry for the up electron. `hop t` is h, with a single bond and zero site energies, and `hubbardH t U` is H, built with the Kronecker product `⊗ₖ`. No fermionic sign appears: with up operators ordered before down operators each spin hops by itself, and the Slater determinant of one up and one down orbital has the product amplitude `determinant u v`.

`energy t U ψ` is the quadratic form, not divided by the norm. `E0_ground` therefore compares it with `E0 t U * (ψ ⬝ᵥ ψ)`, and `groundState` is the unnormalised vector. In `uhfEnergies` both orbitals have unit norm, so the form is the expectation value. `IsLeast` means that the value belongs to the set and is a lower bound of it.

All amplitudes and orbitals are real, and only the S_z = 0 sector is modelled. Complex orbitals, determinants with noncollinear spins, the sectors with two parallel spins and other electron numbers are not covered, and nothing is stated about uniqueness or total spin of the ground state. That E0 is the lowest energy of all two-electron states needs one more step, which is not in the Lean file: two parallel spins can only sit on different sites and cannot hop, so their energy is 0, which lies above E0 for t ≠ 0. The identification of −2t²/U with the mean-field minimum is made for U ≥ 2t only; for smaller U, `E0_lt_iff` compares E0 with the number −2t²/U and says nothing about determinants. The plain limit U E0/t² → −4 is not a separate theorem: the file states the rate bound and the next-order limit.

## The Lean file

```lean
import Mathlib

open Matrix Filter Topology
open scoped Kronecker

namespace HubbardDimerBounds

noncomputable section

/-- One-electron hopping matrix of the two sites. -/
def hop (t : ℝ) : Matrix (Fin 2) (Fin 2) ℝ := !![0, -t; -t, 0]

/-- Hubbard dimer Hamiltonian for one up and one down electron; the index `(i, j)` puts the up
electron on site `i` and the down electron on site `j`. -/
def hubbardH (t U : ℝ) : Matrix (Fin 2 × Fin 2) (Fin 2 × Fin 2) ℝ :=
  hop t ⊗ₖ (1 : Matrix (Fin 2) (Fin 2) ℝ) + (1 : Matrix (Fin 2) (Fin 2) ℝ) ⊗ₖ hop t
    + diagonal (fun p => if p.1 = p.2 then U else 0)

/-- The quadratic form `⟨ψ, H ψ⟩` of a real two-electron amplitude. -/
def energy (t U : ℝ) (ψ : Fin 2 × Fin 2 → ℝ) : ℝ := ψ ⬝ᵥ hubbardH t U *ᵥ ψ

/-- The energy `E0 = (U - √(U² + 16 t²)) / 2`. -/
def E0 (t U : ℝ) : ℝ := (U - √(U ^ 2 + 16 * t ^ 2)) / 2

/-- The amplitude with weight `-E0` on doubly occupied and `2t` on singly occupied
configurations. -/
def groundState (t U : ℝ) : Fin 2 × Fin 2 → ℝ :=
  fun p => if p.1 = p.2 then -E0 t U else 2 * t

/-- The determinant with the up electron in orbital `u` and the down electron in orbital `v`. -/
def determinant (u v : Fin 2 → ℝ) : Fin 2 × Fin 2 → ℝ := fun p => u p.1 * v p.2

/-- The energies of all unrestricted determinants built from real normalised orbitals. -/
def uhfEnergies (t U : ℝ) : Set ℝ :=
  {E | ∃ u v : Fin 2 → ℝ, u ⬝ᵥ u = 1 ∧ v ⬝ᵥ v = 1 ∧ E = energy t U (determinant u v)}

/-- The energy is `U` times the weight of double occupation plus a hopping term coupling doubly
and singly occupied amplitudes. -/
theorem energy_eq (t U : ℝ) (ψ : Fin 2 × Fin 2 → ℝ) :
    energy t U ψ = U * (ψ (0, 0) ^ 2 + ψ (1, 1) ^ 2)
      - 2 * t * (ψ (0, 0) + ψ (1, 1)) * (ψ (0, 1) + ψ (1, 0)) := by
  simp [energy, hubbardH, hop, mulVec, dotProduct, Fintype.sum_prod_type, Fin.sum_univ_two,
    Matrix.one_apply, diagonal_apply]
  ring

/-- `E0` solves the secular equation `E² - U E = 4 t²`. -/
theorem E0_secular (t U : ℝ) : E0 t U ^ 2 - U * E0 t U = 4 * t ^ 2 := by
  have h := Real.sq_sqrt (show 0 ≤ U ^ 2 + 16 * t ^ 2 by positivity)
  unfold E0
  linear_combination (1 / 4) * h

/-- `E0` is negative whenever the hopping is nonzero. -/
theorem E0_neg {t : ℝ} (ht : t ≠ 0) (U : ℝ) : E0 t U < 0 := by
  have ht2 : 0 < t ^ 2 := by positivity
  have h : U < √(U ^ 2 + 16 * t ^ 2) := Real.lt_sqrt_of_sq_lt (by linarith)
  unfold E0
  linarith

/-- For nonzero hopping `E0` is an eigenvalue of `H` with the nonzero eigenvector `groundState`,
and `⟨ψ, H ψ⟩ ≥ E0 ⟨ψ, ψ⟩` for every real amplitude. -/
theorem E0_ground {t : ℝ} (ht : t ≠ 0) (U : ℝ) :
    hubbardH t U *ᵥ groundState t U = E0 t U • groundState t U ∧ groundState t U ≠ 0 ∧
      ∀ ψ, E0 t U * (ψ ⬝ᵥ ψ) ≤ energy t U ψ := by
  have hq := E0_secular t U
  have he := E0_neg ht U
  refine ⟨?_, fun h => ?_, fun ψ => ?_⟩
  · ext ⟨i, j⟩
    fin_cases i <;> fin_cases j <;>
      simp [groundState, hubbardH, hop, mulVec, dotProduct, Fintype.sum_prod_type,
        Fin.sum_univ_two, Matrix.one_apply, diagonal_apply] <;>
      nlinarith [hq]
  · have h0 := congrFun h (0, 0)
    simp [groundState] at h0
    exact he.ne h0
  · rw [energy_eq]
    simp only [dotProduct, Fintype.sum_prod_type, Fin.sum_univ_two]
    generalize ψ (0, 0) = a, ψ (0, 1) = b, ψ (1, 0) = c, ψ (1, 1) = d
    generalize E0 t U = e at hq he
    -- `-E0 ⟨ψ, (H - E0) ψ⟩` is a sum of squares
    have key : -e * (U * (a ^ 2 + d ^ 2) - 2 * t * (a + d) * (b + c)
        - e * (a * a + b * b + (c * c + d * d)))
        = ((2 * t * (a + d) + e * (b + c)) ^ 2 + (2 * t * (a - d)) ^ 2
          + (e * (b - c)) ^ 2) / 2 := by
      linear_combination (a ^ 2 + d ^ 2) * hq
    have h := nonneg_of_mul_nonneg_right
      (show 0 ≤ -e * _ by rw [key]; positivity) (neg_pos.mpr he)
    linarith

/-- For `U ≥ 2t > 0` the least energy over all real unrestricted determinants is `-2 t² / U`. -/
theorem uhf_isLeast {t U : ℝ} (ht : 0 < t) (hU : 2 * t ≤ U) :
    IsLeast (uhfEnergies t U) (-2 * t ^ 2 / U) := by
  have hU0 : 0 < U := by linarith
  constructor
  · -- orbitals `(c, s)` and `(s, c)` with `c s = t / U`
    obtain ⟨c, s, h1, hcs⟩ : ∃ c s : ℝ, c * c + s * s = 1 ∧ c * s = t / U := by
      have hy : t / U ≤ 1 / 2 := by
        rw [div_le_iff₀ hU0]
        linarith
      have hp := Real.sq_sqrt (show 0 ≤ 1 + 2 * (t / U) by positivity)
      have hq := Real.sq_sqrt (show 0 ≤ 1 - 2 * (t / U) by linarith)
      refine ⟨(√(1 + 2 * (t / U)) + √(1 - 2 * (t / U))) / 2,
        (√(1 + 2 * (t / U)) - √(1 - 2 * (t / U))) / 2, ?_, ?_⟩
      · linear_combination (1 / 2) * hp + (1 / 2) * hq
      · linear_combination (1 / 4) * hp - (1 / 4) * hq
    refine ⟨![c, s], ![s, c], ?_, ?_, ?_⟩
    · simpa [dotProduct, Fin.sum_univ_two] using h1
    · simpa [dotProduct, Fin.sum_univ_two, add_comm] using h1
    · have e00 : determinant ![c, s] ![s, c] (0, 0) = c * s := by simp [determinant]
      have e01 : determinant ![c, s] ![s, c] (0, 1) = c * c := by simp [determinant]
      have e10 : determinant ![c, s] ![s, c] (1, 0) = s * s := by simp [determinant]
      have e11 : determinant ![c, s] ![s, c] (1, 1) = c * s := by simp [determinant, mul_comm]
      rw [energy_eq, e00, e01, e10, e11, h1, hcs]
      field_simp
      ring
  · rintro E ⟨u, v, hu, hv, rfl⟩
    simp only [dotProduct, Fin.sum_univ_two] at hu hv
    rw [energy_eq, div_le_iff₀ hU0]
    simp only [determinant]
    have hp : (u 0 * u 0 + u 1 * u 1) * (v 0 * v 0 + v 1 * v 1) = 1 := by
      rw [hu, hv, mul_one]
    -- Cauchy-Schwarz for the singly occupied amplitudes, then complete the square
    have hr : 0 ≤ 1 - (u 0 * v 1 + u 1 * v 0) ^ 2 := by
      nlinarith [sq_nonneg (u 0 * v 0 - u 1 * v 1), hp]
    generalize u 0 * v 1 + u 1 * v 0 = r at hr ⊢
    generalize u 0 * v 0 = a, u 1 * v 1 = d
    nlinarith [sq_nonneg (U * (a - d)), sq_nonneg (U * (a + d) - 2 * t * r),
      mul_nonneg (sq_nonneg t) hr]

/-- For repulsive `U` and nonzero hopping, `E0 < -2 t² / U` holds exactly when `U² > 2 t²`. -/
theorem E0_lt_iff {t U : ℝ} (ht : t ≠ 0) (hU : 0 < U) :
    E0 t U < -2 * t ^ 2 / U ↔ 2 * t ^ 2 < U ^ 2 := by
  have hq := E0_secular t U
  have hn := mul_neg_of_neg_of_pos (E0_neg ht U) hU
  have ht2 : 0 < 2 * t ^ 2 := by positivity
  rw [lt_div_iff₀ hU]
  generalize E0 t U = e at hq hn
  constructor <;> intro h <;> by_contra hc <;> rw [not_lt] at hc
  · have h1 : 2 * t ^ 2 * (2 * t ^ 2) < -(e * U) * -(e * U) :=
      mul_self_lt_mul_self ht2.le (by linarith)
    have h2 : e ^ 2 * U ^ 2 ≤ 2 * t ^ 2 * (2 * t ^ 2) :=
      mul_le_mul (by linarith) hc (sq_nonneg U) ht2.le
    nlinarith [h1, h2]
  · have h1 : -(e * U) * -(e * U) ≤ 2 * t ^ 2 * (2 * t ^ 2) :=
      mul_self_le_mul_self (by linarith) (by linarith)
    have h2 : 2 * t ^ 2 * (2 * t ^ 2) < U ^ 2 * e ^ 2 :=
      mul_lt_mul h (by linarith) ht2 (sq_nonneg U)
    nlinarith [h1, h2]

/-- The deviation of `U E0 / t²` from `-4` equals `E0² / t²`. -/
theorem deviation_eq {t : ℝ} (ht : t ≠ 0) (U : ℝ) :
    U * E0 t U / t ^ 2 + 4 = E0 t U ^ 2 / t ^ 2 := by
  have h : E0 t U ^ 2 = U * E0 t U + 4 * t ^ 2 := by linarith [E0_secular t U]
  rw [h, add_div, mul_div_assoc (4 : ℝ), div_self (pow_ne_zero 2 ht), mul_one]

/-- For repulsive `U` and nonzero hopping, `U E0 / t²` lies above `-4` by less than
`16 t² / U²`. -/
theorem deviation_bounds {t U : ℝ} (ht : t ≠ 0) (hU : 0 < U) :
    0 < U * E0 t U / t ^ 2 + 4 ∧ U * E0 t U / t ^ 2 + 4 < 16 * t ^ 2 / U ^ 2 := by
  have hq := E0_secular t U
  have he := E0_neg ht U
  have hn := mul_neg_of_neg_of_pos he hU
  have he2 : 0 < E0 t U ^ 2 := by nlinarith
  have ht2 : 0 < t ^ 2 := by positivity
  rw [deviation_eq ht]
  refine ⟨div_pos he2 ht2, ?_⟩
  rw [div_lt_div_iff₀ ht2 (by positivity)]
  have h1 : -(E0 t U * U) * -(E0 t U * U) < 4 * t ^ 2 * (4 * t ^ 2) :=
    mul_self_lt_mul_self (by linarith) (by linarith)
  nlinarith [h1]

/-- For `t > 0` and `U > 2t`, `-2 t² / U` is the least unrestricted determinant energy and
`-4 t² / U < E0 < -2 t² / U`. -/
theorem E0_between {t U : ℝ} (ht : 0 < t) (hU : 2 * t < U) :
    IsLeast (uhfEnergies t U) (-2 * t ^ 2 / U) ∧
      -4 * t ^ 2 / U < E0 t U ∧ E0 t U < -2 * t ^ 2 / U := by
  have hU0 : 0 < U := by linarith
  refine ⟨uhf_isLeast ht hU.le, ?_, (E0_lt_iff ht.ne' hU0).mpr (by nlinarith)⟩
  have he := E0_neg ht.ne' U
  have he2 : 0 < E0 t U ^ 2 := by nlinarith
  rw [div_lt_iff₀ hU0]
  linarith [E0_secular t U]

/-- At fixed nonzero hopping, `U² (U E0 / t² + 4)` tends to `16 t²` as `U → ∞`. -/
theorem deviation_tendsto {t : ℝ} (ht : t ≠ 0) :
    Tendsto (fun U => U ^ 2 * (U * E0 t U / t ^ 2 + 4)) atTop (𝓝 (16 * t ^ 2)) := by
  have hg : Tendsto (fun U : ℝ => 16 * t ^ 2 / U ^ 2) atTop (𝓝 0) :=
    tendsto_const_nhds.div_atTop (tendsto_pow_atTop two_ne_zero)
  have hf : Tendsto (fun U => U * E0 t U / t ^ 2 + 4) atTop (𝓝 0) :=
    squeeze_zero'
      ((eventually_gt_atTop 0).mono fun U hU => (deviation_bounds ht hU).1.le)
      ((eventually_gt_atTop 0).mono fun U hU => (deviation_bounds ht hU).2.le) hg
  -- the scaled deviation equals `t² (U E0 / t²)²`
  have h3 := ((hf.sub_const 4).pow 2).const_mul (t ^ 2)
  have e : t ^ 2 * (0 - 4) ^ 2 = 16 * t ^ 2 := by ring
  rw [e] at h3
  refine h3.congr fun U => ?_
  simp only [add_sub_cancel_right]
  rw [deviation_eq ht]
  field_simp

end

end HubbardDimerBounds
```

```lean
#print axioms HubbardDimerBounds.E0_ground
-- 'HubbardDimerBounds.E0_ground' depends on axioms: [propext, Classical.choice, Quot.sound]
#print axioms HubbardDimerBounds.E0_between
-- 'HubbardDimerBounds.E0_between' depends on axioms: [propext, Classical.choice, Quot.sound]
#print axioms HubbardDimerBounds.deviation_tendsto
-- 'HubbardDimerBounds.deviation_tendsto' depends on axioms: [propext, Classical.choice, Quot.sound]
```

## Notes on the proof

`energy_eq` expands the 4×4 form. `E0_secular` is one quarter of the identity (√x)² = x for x = U² + 16t², and `E0_neg` compares the root with U. In `E0_ground` the four eigenvector components are checked case by case, the (0,0) entry shows the vector is nonzero, and `key` is the sum-of-squares identity, whose two sides differ by (a² + d²) times the secular equation.

In `uhf_isLeast` the orbital coefficients α, β are called `c` and `s`; `hy` is the condition t/U ≤ ½, the only place where U ≥ 2t is used beyond U > 0. In the lower-bound half, `hr` is r² ≤ 1 and the three hints to the last `nlinarith` are the three terms of the completed square. `E0_lt_iff` runs the two contradictions of the threshold step, with `h1` and `h2` the opposing estimates of U²E0². `deviation_eq` and `deviation_bounds` follow the rate step, and `E0_between` assembles the pieces of the bracket. In `deviation_tendsto`, `hf` squeezes the deviation to 0 with `squeeze_zero'`, `h3` shifts by 4, squares and multiplies by t², and `h3.congr` matches the result with the stated function.

A reusable technique is to confine a square root to two small lemmas, a polynomial equation and a sign. Later proofs never unfold `E0`; two of them replace it by a plain variable with `generalize E0 t U = e`, so that `linear_combination` and `nlinarith` see only polynomials.

In a program, H is kron(h, I) + kron(I, h) + U·diag(1,0,0,1), and its lowest eigenvalue must fall inside the bracket for U > 2t > 0. The following comparison with a self-consistent field run is ordinary reasoning that Lean has not checked. Started from u = v = (1,1)/√2, the iteration sees a uniform mean-field potential and stays there, with energy U/2 − 2t, which exceeds −2t²/U by (U − 2t)²/(2U); for U > 2t this excess is positive. The potential seen by one spin is U times the density of the other. If both orbitals are updated together, each as the lowest orbital in the potential from the previous step, a start with equal up and down densities on each site keeps them equal at every step. At the minimum they differ when U > 2t, so in exact arithmetic such a run can reach it only from starting orbitals that give the two spins different densities.
